# On a ring of M cells, M one-cell translations make the identity

On a periodic ring of `M` cells, with `M` nonzero and the same finite set of orbitals in each cell, translation by one cell sends the amplitude ψ(j, a) to ψ(j + 1, a). The lemma states that the `M`-th power of this complex matrix is the identity: after `M` steps every amplitude is back where it began. No Hamiltonian enters, and nothing is asked of the normalisation of ψ. The attempt first proves by induction a formula for every entry of the `j`-th power, which is 1 where the column is the row's cell moved on by `j` with the same orbital, and 0 elsewhere. It then takes `j` to be `M`, which is zero in `ZMod M`.

Lean 4 with Mathlib refuses this proof:

```lean
import Mathlib

open Matrix Finset

namespace BlochForm

noncomputable section

variable {n : Type*} [Fintype n] [DecidableEq n] {M : ℕ}

variable {b : Type*} [Fintype b] [DecidableEq b]

/-- Translation by one cell on a ring of `M` cells with orbitals `b` in each cell:
it sends `ψ(j, a)` to `ψ(j + 1, a)`. -/
def translation (M : ℕ) (b : Type*) [DecidableEq b] : Matrix (ZMod M × b) (ZMod M × b) ℂ :=
  Matrix.of fun p q => if q = (p.1 + 1, p.2) then 1 else 0

/-- Translating `M` times around the ring of `M` cells is the identity. -/
theorem translation_pow_card [NeZero M] : translation M b ^ M = 1 := by
  have h : ∀ (j : ℕ) (p q : ZMod M × b),
      (translation M b ^ j) p q = if q = (p.1 + (j : ZMod M), p.2) then 1 else 0 := by
    intro j
    induction j with
    | zero => intro p q; simp [Matrix.one_apply, eq_comm]
    | succ j ih =>
      intro p q
      rw [pow_succ', Matrix.mul_apply]
      simp only [ih, translation, Matrix.of_apply, ite_mul, one_mul, zero_mul,
        Finset.sum_ite_eq', Finset.mem_univ, if_true]
      rw [Nat.cast_succ, add_comm (j : ZMod M) 1, add_assoc]
  ext p q
  rw [h]
  simp [Matrix.one_apply, eq_comm]

end

end BlochForm
```

Messages:

```
Main.lean:30:50: error: Tactic `rewrite` failed: Did not find an occurrence of the pattern
  ?a + ?b + ?c
in the target expression
  ((of fun p q => if q = (p.1 + 1, p.2) then 1 else 0) ^ j) (p.1 + 1, p.2) q =
    if q = (p.1 + (1 + ↑j), p.2) then 1 else 0

case succ
M : ℕ
b : Type u_2
inst✝² : Fintype b
inst✝¹ : DecidableEq b
inst✝ : NeZero M
j : ℕ
ih : ∀ (p q : ZMod M × b), (translation M b ^ j) p q = if q = (p.1 + ↑j, p.2) then 1 else 0
p q : ZMod M × b
⊢ ((of fun p q => if q = (p.1 + 1, p.2) then 1 else 0) ^ j) (p.1 + 1, p.2) q =
    if q = (p.1 + (1 + ↑j), p.2) then 1 else 0

Note: The target expression is not type-correct under the `implicit` transparency level, which may have triggered the failure. This is usually caused by unfolding of semireducible definitions in prior tactic steps. Use `set_option linter.tacticCheckInstances true` to investigate the source of the issue.
Full error:
  function expected
    ((of fun p q => if q = (p.1 + 1, p.2) then 1 else 0) ^ j) (p.1 + 1, p.2)
Main.lean:28:17: warning: This simp argument is unused:
  ih

Hint: Omit it from the simp argument list.
  [apply] simp only [translation, Matrix.of_apply, ite_mul, one_mul, zero_mul, Finset.sum_ite_eq', Finset.mem_univ,
    if_true]

Note: This linter can be disabled with `set_option linter.unusedSimpArgs false`
```

What went wrong. The error says that `add_assoc` found no sum of the form `?a + ?b + ?c` to regroup. That sum should have come from the induction hypothesis `ih`, but the warning says `ih` was never used. `ih` speaks of `translation M b ^ j`, and the same `simp only` call was also told to unfold `translation`. The goal shows the power with its matrix already unfolded, a form that the left side of `ih` no longer matched, so the power stayed in the goal.

Lean's note adds that this unfolded goal is not type-correct at the `implicit` transparency level, which may have played a part; but the goal shown has no sum grouped as `add_assoc` needs in any case.

The repair runs `simp only [ih]` first, while `translation` is still folded, so the power's entries are replaced by their formula. The second `simp only` then unfolds the remaining single translation and collapses the sum over intermediate sites. This leaves `p.1 + 1 + ↑j` on the left, which `add_assoc` regroups to match the right.

The repair, with which the file compiles:

```diff
@@ -26,5 +26,6 @@
       intro p q
       rw [pow_succ', Matrix.mul_apply]
-      simp only [ih, translation, Matrix.of_apply, ite_mul, one_mul, zero_mul,
+      simp only [ih]
+      simp only [translation, Matrix.of_apply, ite_mul, one_mul, zero_mul,
         Finset.sum_ite_eq', Finset.mem_univ, if_true]
       rw [Nat.cast_succ, add_comm (j : ZMod M) 1, add_assoc]
```
